# The exchange Hamiltonian F12 + F23 on three d-level sites has eigenvalues −1, 1, 2 for d = 2 and −2, −1, 1, 2 for d ≥ 3

Let F12 and F23 swap neighbouring sites in a row of three d-level systems, and let H = F12 + F23. For every d,

(H² − 1)(H² − 4) = 0,

so every eigenvalue of H is −2, −1, 1 or 2. The value −2 occurs exactly when d ≥ 3, and the other three all occur as soon as d ≥ 2. For d = 2, H is up to a shift and a factor the Heisenberg Hamiltonian of an open chain of three spins 1/2 with equal couplings, so the result gives the exact levels of that small model.

## Three distinguishable sites with d levels each

A state is an array of complex amplitudes ψ(i,j,k), where i, j, k label the levels of sites 1, 2, 3. The sites are distinguishable: no symmetry under exchange of sites is imposed on ψ.

```lean
import Mathlib

open Module.End

namespace OpenChainExchange

noncomputable section

/-- Amplitudes `ψ i j k` of a state of three `d`-level systems. -/
abbrev State (d : ℕ) := Fin d → Fin d → Fin d → ℂ
```

In `State d` each index runs over `Fin d`, that is, over 0, …, d − 1. The type carries the linear structure of the d³-dimensional tensor product, which is all that an eigenvalue equation needs. No inner product or Hermiticity is used, and energies are allowed to be complex until the quartic identity shows that they are real.

```lean
/-- The product state `u ⊗ v ⊗ w`. -/
def product {d : ℕ} (u v w : Fin d → ℂ) : State d := fun i j k => u i * v j * w k

/-- The basis vector of level `m` of a single site if `m < d`, and the zero vector otherwise. -/
def level {d : ℕ} (m : ℕ) : Fin d → ℂ := fun i => if (i : ℕ) = m then 1 else 0
```

Write |abc> for the product state with sites 1, 2, 3 in levels a, b, c. In Lean it is `product` applied to three `level` vectors. If m ≥ d, `level m` is the zero vector, so a state that uses level 2 needs d ≥ 3.

## Two bonds of equal strength, and none between the ends

The definition of H contains a physical assumption: neighbouring sites exchange their states with the same amplitude on both bonds, this amplitude is the unit of energy, and sites 1 and 3 are not coupled.

```lean
/-- The swap of sites 1 and 2. -/
def F12 (d : ℕ) : Module.End ℂ (State d) where
  toFun ψ := fun i j k => ψ j i k
  map_add' _ _ := rfl
  map_smul' _ _ := rfl

/-- The swap of sites 2 and 3. -/
def F23 (d : ℕ) : Module.End ℂ (State d) where
  toFun ψ := fun i j k => ψ i k j
  map_add' _ _ := rfl
  map_smul' _ _ := rfl

/-- The exchange Hamiltonian `H = F12 + F23` of the open three-site chain. -/
def exchangeH (d : ℕ) : Module.End ℂ (State d) := F12 d + F23 d

/-- The two swaps exchange neighbouring factors of a product state. -/
theorem swap_product {d : ℕ} (u v w : Fin d → ℂ) :
    F12 d (product u v w) = product v u w ∧ F23 d (product u v w) = product u w v := by
  constructor
  · funext i j k
    change u j * v i * w k = v i * u j * w k
    ring
  · funext i j k
    change u i * v k * w j = u i * w j * v k
    ring
```

The theorem `swap_product` confirms that these index permutations are the intended swaps: F12 takes u⊗v⊗w to v⊗u⊗w, and F23 takes it to u⊗w⊗v.

By hand, the quartic identity follows from the algebra of the swaps. Each swap squares to 1, so

H² = 2 + F12 F23 + F23 F12.

Put C = F12 F23. It sends u⊗v⊗w to w⊗u⊗v, a cyclic shift, hence C³ = 1 and F23 F12 = C⁻¹ = C². With S = C + C²,

H² = 2 + S,
S² = C² + 2C³ + C⁴ = 2 + S,
(H² − 1)(H² − 4) = (S + 1)(S − 2) = S² − S − 2 = 0.

```lean
lemma exchangeH_apply {d : ℕ} (ψ : State d) (i j k : Fin d) :
    exchangeH d ψ i j k = ψ j i k + ψ i k j := rfl

lemma hasEigenvalue_of_state {d : ℕ} {E : ℂ} (ψ : State d) (h0 : ψ ≠ 0)
    (h : exchangeH d ψ = E • ψ) : HasEigenvalue (exchangeH d) E :=
  hasEigenvalue_of_hasEigenvector ⟨mem_eigenspace_iff.2 h, h0⟩

/-- The exchange Hamiltonian satisfies `(H² - 1)(H² - 4) = 0` for every local dimension. -/
theorem exchangeH_quartic (d : ℕ) :
    (exchangeH d ^ 2 - 1) * (exchangeH d ^ 2 - (4 : ℂ) • 1) = 0 := by
  refine LinearMap.ext fun ψ => ?_
  funext i j k
  simp only [pow_two, Module.End.mul_apply, LinearMap.sub_apply, LinearMap.smul_apply,
    Module.End.one_apply, Pi.sub_apply, Pi.smul_apply, smul_eq_mul, exchangeH_apply,
    LinearMap.zero_apply, Pi.zero_apply]
  ring
```

The Lean proof works on amplitudes instead of operators. It applies both sides to an arbitrary ψ, evaluates at (i,j,k), and uses `exchangeH_apply` to turn each H into a sum of two permuted amplitudes. What remains is a sum of amplitudes that `ring` cancels. The lemma `hasEigenvalue_of_state` serves the explicit eigenvectors further on.

The identity depends on the choice of bonds. If an equal bond between sites 1 and 3 is added, |000> has energy 3, which is not a root of the quartic. With couplings J₁ and J₂ on the two bonds, |000> has energy J₁ + J₂; for J₁ = 1 and J₂ = 2 this is again 3, so the identity does not hold for arbitrary couplings.

For two-level sites, F = 1/2 + 2 S·S in units of ħ, where S is now the spin operator of a site, so H = 1 + 2(S₁·S₂ + S₂·S₃). The energies −1, 1, 2 of H then correspond to −1, 0, 1/2 for S₁·S₂ + S₂·S₃; the Lean code treats the swaps only and does not prove this translation.

## An eigenvector is not zero

The hypothesis `HasEigenvalue (exchangeH d) E` says that some ψ ≠ 0 satisfies Hψ = Eψ: the energy belongs to an actual state. On such a ψ, H² acts as E², and the quartic identity becomes

(E + 2)(E + 1)(E − 1)(E − 2) ψ = 0.

Since ψ ≠ 0, the number in front vanishes, and E is one of the four roots. If ψ = 0 were admitted, every E would satisfy the eigenvalue equation and nothing would follow.

```lean
/-- Every eigenvalue of the exchange Hamiltonian is one of `-2, -1, 1, 2`. -/
theorem energy_mem {d : ℕ} {E : ℂ} (hE : HasEigenvalue (exchangeH d) E) :
    E = -2 ∨ E = -1 ∨ E = 1 ∨ E = 2 := by
  obtain ⟨ψ, hψ⟩ := hE.exists_hasEigenvector
  have h1 : exchangeH d ψ = E • ψ := hψ.apply_eq_smul
  have h2 : (exchangeH d ^ 2) ψ = E ^ 2 • ψ := by
    rw [pow_two, Module.End.mul_apply, h1, map_smul, h1, smul_smul, pow_two]
  -- on an eigenvector the quartic identity becomes an equation for the energy
  have q := LinearMap.congr_fun (exchangeH_quartic d) ψ
  simp only [Module.End.mul_apply, LinearMap.sub_apply, LinearMap.smul_apply,
    Module.End.one_apply, LinearMap.zero_apply, map_sub, map_smul, h2] at q
  have key : ((E + 2) * ((E + 1) * ((E - 1) * (E - 2)))) • ψ = 0 := by
    linear_combination (norm := module) q
  have hp := (smul_eq_zero.1 key).resolve_right hψ.2
  rcases mul_eq_zero.1 hp with h | h
  · exact Or.inl (by linear_combination h)
  rcases mul_eq_zero.1 h with h | h
  · exact Or.inr (Or.inl (by linear_combination h))
  rcases mul_eq_zero.1 h with h | h
  · exact Or.inr (Or.inr (Or.inl (by linear_combination h)))
  · exact Or.inr (Or.inr (Or.inr (by linear_combination h)))
```

Here `h2` is the statement H²ψ = E²ψ, `q` is the quartic identity applied to ψ, and `key` is its factorised form. The condition ψ ≠ 0 enters as `hψ.2`, in the line that defines `hp`. The case splits then read off the roots. There is no condition on d.

## A sign change under both swaps

The energy −2 is the lowest that two bonds can give, and it requires each bond to contribute −1:

Hψ = −2ψ exactly when F12 ψ = −ψ and F23 ψ = −ψ.

From right to left this is addition. For the other direction, follow the amplitudes as the two swaps are applied alternately:

x₀ = ψ(i,j,k), x₁ = ψ(j,i,k), x₂ = ψ(j,k,i),
x₃ = ψ(k,j,i), x₄ = ψ(k,i,j), x₅ = ψ(i,k,j),

after which the sequence returns to x₀. The eigenvalue equation at each of these positions reads

xₙ₋₁ + 2xₙ + xₙ₊₁ = 0, with n counted modulo 6.

Set yₙ = (−1)ⁿ xₙ, which also has period 6 because 6 is even. Then yₙ₋₁ − 2yₙ + yₙ₊₁ = 0, so y has constant increments. A periodic sequence with constant increments is constant, hence x₁ = −x₀ and x₅ = −x₀. These are the two sign changes. The argument remains valid when some of i, j, k coincide.

```lean
/-- A state satisfies `H ψ = -2 ψ` exactly when it changes sign under both neighbour swaps. -/
theorem minus_two_iff_antisymmetric {d : ℕ} (ψ : State d) :
    exchangeH d ψ = (-2 : ℂ) • ψ ↔ F12 d ψ = -ψ ∧ F23 d ψ = -ψ := by
  constructor
  · intro h
    have e (i j k : Fin d) : ψ j i k + ψ i k j = -2 * ψ i j k :=
      congrFun (congrFun (congrFun h i) j) k
    -- the six permutations of the indices form a closed ring of linear relations
    have a (i j k : Fin d) : ψ j i k = -ψ i j k := by
      linear_combination (5 / 6 : ℂ) * e j i k - (4 / 6 : ℂ) * e j k i
        + (3 / 6 : ℂ) * e k j i - (2 / 6 : ℂ) * e k i j + (1 / 6 : ℂ) * e i k j
    refine ⟨?_, ?_⟩
    · funext i j k
      exact a i j k
    · funext i j k
      change ψ i k j = -ψ i j k
      linear_combination e i j k - a i j k
  · rintro ⟨h1, h2⟩
    rw [exchangeH, LinearMap.add_apply, h1, h2]
    module
```

In the Lean proof `e` is the eigenvalue equation at given indices. The fractions 5/6, −4/6, 3/6, −2/6, 1/6 multiply the equations at x₁, …, x₅; in the sum everything cancels except x₀ + x₁ = 0. The second sign change follows by subtracting the first from `e i j k`.

## Fewer than three levels

With d < 3, three sites cannot all be in different levels, and this excludes a state that is antisymmetric under both swaps. Among i, j, k two must be equal:

- If i = j, the first sign change gives ψ(i,i,k) = −ψ(i,i,k), so the amplitude is zero.
- If j = k, the second sign change does the same.
- If i = k, then ψ(i,j,i) = −ψ(j,i,i), which is zero by the previous case.

```lean
/-- With fewer than three levels per site, a state that changes sign under both neighbour
swaps is zero. -/
theorem antisymmetric_eq_zero {d : ℕ} (hd : d < 3) (ψ : State d)
    (h12 : F12 d ψ = -ψ) (h23 : F23 d ψ = -ψ) : ψ = 0 := by
  have a (i j k : Fin d) : ψ j i k = -ψ i j k := congrFun (congrFun (congrFun h12 i) j) k
  have b (i j k : Fin d) : ψ i k j = -ψ i j k := congrFun (congrFun (congrFun h23 i) j) k
  funext i j k
  change ψ i j k = 0
  -- two of the three indices must coincide
  have hp : i = j ∨ j = k ∨ i = k := by
    simp only [Fin.ext_iff]
    omega
  rcases hp with rfl | rfl | rfl
  · linear_combination (1 / 2 : ℂ) * a i i k
  · linear_combination (1 / 2 : ℂ) * b i j j
  · linear_combination a i j i - (1 / 2 : ℂ) * b j i i
```

The assumption `hd` is used once, by `omega`, to find the coincidence `hp`; the three closing lines are the three cases. Both sign conditions are needed. For d = 2 the state (|010> − |100>)/√2 changes sign under F12 and is not zero, but it does not change sign under F23.

## Three levels for the energy −2

Once d ≥ 3, the three sites can occupy three different levels, and the normalised state

(|012> + |120> + |201> − |102> − |021> − |210>)/√6

changes sign under each swap, so it has energy −2. Below three levels the previous argument leaves only ψ = 0, which is not an eigenvector.

```lean
/-- The eigenvalue `-2` occurs exactly when each site has at least three levels. -/
theorem minus_two_occurs_iff (d : ℕ) : HasEigenvalue (exchangeH d) (-2) ↔ 3 ≤ d := by
  constructor
  · intro h
    by_contra hd
    obtain ⟨ψ, hψ⟩ := h.exists_hasEigenvector
    obtain ⟨h1, h2⟩ := (minus_two_iff_antisymmetric ψ).1 hψ.apply_eq_smul
    exact hψ.2 (antisymmetric_eq_zero (by omega) ψ h1 h2)
  · intro hd
    -- the antisymmetrised product of three different levels
    let s (u v w : Fin d → ℂ) : State d := product u v w + product v w u + product w u v
      - product v u w - product u w v - product w v u
    refine hasEigenvalue_of_state (s (level 0) (level 1) (level 2)) ?_ ?_
    · intro h
      have h' := congrFun (congrFun (congrFun h ⟨0, by omega⟩) ⟨1, by omega⟩) ⟨2, by omega⟩
      simp [s, product, level] at h'
    · funext i j k
      simp only [s, exchangeH_apply, Pi.add_apply, Pi.sub_apply, Pi.smul_apply, smul_eq_mul,
        product]
      ring
```

The first half of the proof chains the two preceding theorems and contradicts `hψ.2`. The second half builds the state above without the factor 1/√6. It is nonzero because its amplitude at (0,1,2) is 1, and `hd` guarantees that these indices exist. The eigenvalue equation is then checked by `ring` at each (i,j,k).

## Two levels for the energies −1 and 1

With d ≥ 2, one site can be in a level different from the other two. On the three states with a single site in level 1,

H|001> = |001> + |010>,
H|010> = |100> + |001>,
H|100> = |010> + |100>.

It follows that

(|001> + |100> − 2|010>)/√6 has energy −1,
(|001> − |100>)/√2 has energy 1,
|000> has energy 2.

```lean
/-- With at least two levels per site, the values `-1`, `1` and `2` are all eigenvalues. -/
theorem other_energies_occur {d : ℕ} (hd : 2 ≤ d) :
    HasEigenvalue (exchangeH d) (-1) ∧ HasEigenvalue (exchangeH d) 1 ∧
      HasEigenvalue (exchangeH d) 2 := by
  let u : Fin d → ℂ := level 0
  let v : Fin d → ℂ := level 1
  refine ⟨hasEigenvalue_of_state
      (product u u v + product v u u - (2 : ℂ) • product u v u) ?_ ?_,
    hasEigenvalue_of_state (product u u v - product v u u) ?_ ?_,
    hasEigenvalue_of_state (product u u u) ?_ ?_⟩
  · intro h
    have h' := congrFun (congrFun (congrFun h ⟨0, by omega⟩) ⟨0, by omega⟩) ⟨1, by omega⟩
    simp [u, v, product, level] at h'
  · funext i j k
    simp only [exchangeH_apply, Pi.add_apply, Pi.sub_apply, Pi.smul_apply, smul_eq_mul, product]
    ring
  · intro h
    have h' := congrFun (congrFun (congrFun h ⟨0, by omega⟩) ⟨0, by omega⟩) ⟨1, by omega⟩
    simp [u, v, product, level] at h'
  · funext i j k
    simp only [exchangeH_apply, Pi.sub_apply, Pi.smul_apply, smul_eq_mul, product]
    ring
  · intro h
    have h' := congrFun (congrFun (congrFun h ⟨0, by omega⟩) ⟨0, by omega⟩) ⟨0, by omega⟩
    simp [u, product, level] at h'
  · funext i j k
    simp only [exchangeH_apply, Pi.smul_apply, smul_eq_mul, product]
    ring
```

The Lean proof uses the same vectors without their normalisation. Each is shown to be nonzero by one amplitude, at (0,0,1) for the first two and at (0,0,0) for the third, and each eigenvalue equation is closed by `ring`.

For d = 1 the only basis state is |000>, so 2 is the only eigenvalue, which shows that the hypothesis `2 ≤ d` is needed. For d = 0 the state space contains only zero and there are no eigenvalues.

## The complete lists of energies

The two final theorems combine the restriction to four values with the states that realise them. For d = 2 the value −2 is removed by `minus_two_occurs_iff`.

```lean
/-- For `d ≥ 3` the eigenvalues of the exchange Hamiltonian are exactly `-2, -1, 1, 2`. -/
theorem energies_of_three_le {d : ℕ} (hd : 3 ≤ d) (E : ℂ) :
    HasEigenvalue (exchangeH d) E ↔ E = -2 ∨ E = -1 ∨ E = 1 ∨ E = 2 := by
  obtain ⟨h1, h2, h3⟩ := other_energies_occur (d := d) (by omega)
  refine ⟨energy_mem, ?_⟩
  rintro (rfl | rfl | rfl | rfl)
  exacts [(minus_two_occurs_iff d).2 hd, h1, h2, h3]

/-- For three two-level systems the eigenvalues of the exchange Hamiltonian are exactly
`-1, 1, 2`. -/
theorem energies_two_level (E : ℂ) :
    HasEigenvalue (exchangeH 2) E ↔ E = -1 ∨ E = 1 ∨ E = 2 := by
  obtain ⟨h1, h2, h3⟩ := other_energies_occur (d := 2) le_rfl
  constructor
  · intro h
    rcases energy_mem h with rfl | h'
    · have h3 := (minus_two_occurs_iff 2).1 h
      omega
    · exact h'
  · rintro (rfl | rfl | rfl)
    exacts [h1, h2, h3]

end

end OpenChainExchange
```

```lean
#print axioms OpenChainExchange.swap_product
-- 'OpenChainExchange.swap_product' depends on axioms: [propext, Classical.choice, Quot.sound]
#print axioms OpenChainExchange.energies_of_three_le
-- 'OpenChainExchange.energies_of_three_le' depends on axioms: [propext, Classical.choice, Quot.sound]
#print axioms OpenChainExchange.energies_two_level
-- 'OpenChainExchange.energies_two_level' depends on axioms: [propext, Classical.choice, Quot.sound]
```

The theorems `energies_of_three_le` and `energies_two_level` are equivalences: a number E is an eigenvalue if and only if it is in the list. They say nothing about degeneracies or about longer chains.

## Swaps as axis transpositions in code

In a program that stores ψ as an array of shape (d, d, d), no matrix for H is needed. In NumPy, Hψ is

`psi.transpose(1, 0, 2) + psi.transpose(0, 2, 1)`

which is the formula in `exchangeH_apply`. Applying this operation repeatedly to a random array gives a quick check of an implementation, because the expanded identity

H⁴ψ − 5H²ψ + 4ψ = 0

must hold up to rounding. It also limits a Lanczos calculation for this three-site model: in exact arithmetic the Krylov space generated from any starting vector has dimension at most four, however large d is.
